# For Gamma-distributed neighbour distances, the EXAFS phase distance falls from the mean to the onset as k grows

## Which distance does the phase of an asymmetric shell give?

Let $k$ be the photoelectron wavenumber and $r$ the distance to a neighbour, so that the backscattered wave carries the factor $e^{2ikr}$. In my shell the distances follow a Gamma distribution shifted to start at an onset $R_0$: no neighbour is closer, and there is a tail towards long distances. I average $e^{2ikr}$ over the shell and take half the slope of its phase in $k$ as the distance. The result is shorter than the mean distance, and shorter still at higher $k$. Is that an artefact of how I read the phase, or does the average itself behave like this?

## The averaged wave itself has this phase

Write $r=R_0+x$ and give the excess distance $x>0$ the Gamma density

$$g(x)=\frac{x^{p-1}e^{-x/s}}{\Gamma(p)\,s^p},\qquad s,p>0.$$

Here $s$ is a length and $p$ a dimensionless shape; the usual EXAFS $\sigma$ is the standard deviation, here $s\sqrt p$, which equals $s$ only for $p=1$. The positive $s$ makes the tail decay, and the positive $p$ keeps the total weight near the onset finite.

For a signal $f=Ae^{i\varphi}$ with real, non-zero amplitude $A$, one has $f'/f=A'/A+i\varphi'$. Half the phase derivative is therefore $\tfrac12\operatorname{Im}(f'/f)$, with no choice of phase branch. I call this the apparent distance. For your averaged signal it is

$$R_0+\frac{ps}{1+4k^2s^2},$$

so the shortening is a property of the average.

**Mean distance.** Euler's integral $\int_0^\infty x^{q-1}e^{-x/s}dx=\Gamma(q)s^q$ with $q=p$ normalises $g$. With $q=p+1$ it gives $\langle x\rangle=\Gamma(p+1)s^{p+1}/(\Gamma(p)s^p)=ps$, hence $\langle r\rangle=R_0+ps$.

**Mean signal.** The damping and the oscillation combine into $e^{-\rho x}$ with $\rho=(1-2iks)/s$ and $\operatorname{Re}\rho=1/s>0$. Euler's integral extends to such rates, because both sides are holomorphic for $\operatorname{Re}\rho>0$ and agree for real $\rho$:

$$\int_0^\infty x^{p-1}e^{-\rho x}dx=\Gamma(p)\rho^{-p}.$$

The positive factor $1/s$ does not change the argument of a complex number, so $\rho^{-p}=s^p(1-2iks)^{-p}$ with principal powers. The prefactor of $g$ cancels, and

$$\langle e^{2ikr}\rangle=e^{2ikR_0}(1-2iks)^{-p}.$$

**Phase.** Write this as $\exp[2ikR_0-p\log(1-2iks)]$. Its logarithmic derivative is

$$2iR_0+\frac{2ips}{1-2iks}=-\frac{4pks^2}{1+4k^2s^2}+2i\left(R_0+\frac{ps}{1+4k^2s^2}\right).$$

Half the imaginary part is the apparent distance. At $k=0$ it equals $R_0+ps=\langle r\rangle$. For $0\le a<b$ the denominator is larger at $k=b$ than at $k=a$, so the distance is strictly smaller there. As $k\to\infty$ the fraction vanishes and $R_0$ remains.

## A shell with its mean at 2.6 Å

Take $R_0=2.4$ Å, $s=0.05$ Å and $p=4$. The mean distance is $2.4+4\cdot0.05=2.6$ Å. At $k=10$ Å$^{-1}$ we have $2ks=1$, so the apparent distance is $2.4+0.2/2=2.5$ Å. The signal there is $e^{48i}(1-i)^{-4}=-e^{48i}/4$, so its amplitude has dropped to one quarter.

## The same statements in Lean

`gammaDensity s p x` is $g(x)$; the restriction to $x>0$ sits in the integration domain `Ioi 0`. `meanSignal R0 s p k` is the integral of the density times the complex wave, and `apparentDistance f k` is $\tfrac12\operatorname{Im}(f'/f)$ at $k$.

`meanSignal_eq` and `apparentDistance_eq` state the two closed forms for every real $k$. `apparentDistance_falls_to_onset` has three parts: the value at $k=0$ equals the integral for the mean distance, the function decreases strictly on $k\ge0$ (`StrictAntiOn` on `Ici 0`), and it tends to `R0`. The hypotheses are `0 < s` and `0 < p`; `R0` may be any real number, though physically it is positive.

A measured EXAFS spectrum is real, so a complex signal for the shell is first built from it, for example by Fourier filtering. The step from here to that signal is to assume that, once the scattering amplitude and phase shifts are removed, it equals this average times a real, non-zero factor. That neglects the variation of $1/r^2$ and of the mean-free-path damping across the shell. Under this assumption, for a single-scattering shell with this Gamma distribution, half the slope of the phase at any $k>0$ is shorter than the mean distance.

```lean
import Mathlib

open MeasureTheory Set Filter
open Complex (I)
open scoped Topology

namespace ExafsAsymmetricDisorder

noncomputable section

/-- The Gamma density of the excess distance `x = r - R0`, with width `s > 0` and
shape `p > 0`, on the domain `x > 0`. -/
def gammaDensity (s p x : ℝ) : ℝ :=
  x ^ (p - 1) * Real.exp (-x / s) / (Real.Gamma p * s ^ p)

/-- The mean of the photoelectron wave `exp(2ikr)` over the Gamma distribution of distances
`r = R0 + x`, for `s, p > 0`. -/
def meanSignal (R0 s p k : ℝ) : ℂ :=
  ∫ x in Ioi (0 : ℝ), (gammaDensity s p x : ℂ) * Complex.exp (2 * I * k * (R0 + x))

/-- The apparent distance of a signal `f` at wavenumber `k`, half its phase derivative: half
the imaginary part of `f'/f`, for `f` differentiable and non-zero at `k`. -/
def apparentDistance (f : ℝ → ℂ) (k : ℝ) : ℝ := (deriv f k / f k).im / 2

/-- A power `t^(q-1)` damped by `exp(-bt)` is integrable on `t > 0` for `q, b > 0`. -/
theorem gamma_integrable {q b : ℝ} (hq : 0 < q) (hb : 0 < b) :
    Integrable (fun t : ℝ => t ^ (q - 1) * Real.exp (-(b * t))) (volume.restrict (Ioi 0)) := by
  by_contra h
  have h' := integral_undef h
  rw [Real.integral_rpow_mul_exp_neg_mul_Ioi hq hb] at h'
  exact (mul_pos (Real.rpow_pos_of_pos (one_div_pos.2 hb) q) (Real.Gamma_pos_of_pos hq)).ne' h'

/-- Euler's Gamma integral with a complex decay rate `r`, for `Re a > 0` and `Re r > 0`. -/
theorem gamma_integral_complex_rate {a r : ℂ} (ha : 0 < a.re) (hr : 0 < r.re) :
    ∫ t in Ioi (0 : ℝ), (t : ℂ) ^ (a - 1) * Complex.exp (-(r * t))
      = r ^ (-a) * Complex.Gamma a := by
  have hU : IsOpen {z : ℂ | 0 < z.re} := isOpen_lt continuous_const Complex.continuous_re
  have hm : ∀ z : ℂ, Measurable
      (fun t : ℝ => (t : ℂ) ^ (a - 1) * Complex.exp (-(z * t))) := by
    intro z
    have h1 : Measurable (fun t : ℝ => (t : ℂ) ^ (a - 1)) :=
      Complex.measurable_ofReal.pow_const _
    have h2 : Continuous (fun t : ℝ => Complex.exp (-(z * t))) := by fun_prop
    exact h1.mul h2.measurable
  have hn : ∀ (z : ℂ) (t : ℝ), 0 < t → ‖(t : ℂ) ^ (a - 1) * Complex.exp (-(z * t))‖
      = t ^ (a.re - 1) * Real.exp (-(z.re * t)) := by
    intro z t ht
    rw [norm_mul, Complex.norm_cpow_eq_rpow_re_of_pos ht, Complex.norm_exp]
    simp
  -- the integral is holomorphic in the rate
  have hf : DifferentiableOn ℂ (fun z : ℂ => ∫ t in Ioi (0 : ℝ),
      (t : ℂ) ^ (a - 1) * Complex.exp (-(z * t))) {z : ℂ | 0 < z.re} := by
    intro z hz
    have hz' : 0 < z.re := hz
    have hb : ∀ t ∈ Ioi (0 : ℝ), ∀ w ∈ {w : ℂ | z.re / 2 < w.re},
        ‖(t : ℂ) ^ (a - 1) * Complex.exp (-(w * t)) * (-(t : ℂ))‖
          ≤ t ^ (a.re + 1 - 1) * Real.exp (-(z.re / 2 * t)) := by
      intro t ht w hw
      have ht0 : 0 < t := ht
      have hw' : z.re / 2 < w.re := hw
      rw [norm_mul, hn w t ht0, norm_neg, Complex.norm_real, Real.norm_of_nonneg ht0.le,
        show a.re + 1 - 1 = (a.re - 1) + 1 by ring, Real.rpow_add_one ht0.ne', mul_right_comm]
      exact mul_le_mul_of_nonneg_left
        (Real.exp_le_exp.2 (by nlinarith [mul_pos (sub_pos.2 hw') ht0])) (by positivity)
    have hd : ∀ (t : ℝ) (w : ℂ), HasDerivAt
        (fun w : ℂ => (t : ℂ) ^ (a - 1) * Complex.exp (-(w * t)))
        ((t : ℂ) ^ (a - 1) * Complex.exp (-(w * t)) * (-(t : ℂ))) w := fun t w =>
      ((((hasDerivAt_id' w).mul_const (t : ℂ)).fun_neg.cexp).const_mul _).congr_deriv (by ring)
    have h := hasDerivAt_integral_of_dominated_loc_of_deriv_le
      (μ := volume.restrict (Ioi (0 : ℝ)))
      (F := fun (w : ℂ) (t : ℝ) => (t : ℂ) ^ (a - 1) * Complex.exp (-(w * t)))
      (F' := fun (w : ℂ) (t : ℝ) => (t : ℂ) ^ (a - 1) * Complex.exp (-(w * t)) * (-(t : ℂ)))
      ((isOpen_lt continuous_const Complex.continuous_re).mem_nhds (half_lt_self hz'))
      (Eventually.of_forall fun w => (hm w).aestronglyMeasurable)
      ((gamma_integrable ha hz').mono' (hm z).aestronglyMeasurable
        (ae_restrict_of_forall_mem measurableSet_Ioi fun t ht => (hn z t ht).le))
      ((hm z).mul Complex.measurable_ofReal.neg).aestronglyMeasurable
      (ae_restrict_of_forall_mem measurableSet_Ioi hb)
      (gamma_integrable (add_pos ha one_pos) (half_pos hz'))
      (Eventually.of_forall fun t w _ => hd t w)
    exact h.2.differentiableAt.differentiableWithinAt
  have hg : DifferentiableOn ℂ (fun z : ℂ => z ^ (-a) * Complex.Gamma a)
      {z : ℂ | 0 < z.re} := fun z hz =>
    ((differentiableAt_id.cpow (differentiableAt_const (-a))
      (Complex.mem_slitPlane_iff.2 (Or.inl hz))).mul_const _).differentiableWithinAt
  -- both sides agree for real rates, hence on the whole half-plane
  have hev : ∀ᶠ x : ℝ in 𝓝[≠] 1, ∫ t in Ioi (0 : ℝ),
      (t : ℂ) ^ (a - 1) * Complex.exp (-((x : ℂ) * t)) = (x : ℂ) ^ (-a) * Complex.Gamma a := by
    refine ((lt_mem_nhds (zero_lt_one : (0 : ℝ) < 1)).filter_mono nhdsWithin_le_nhds).mono
      fun x hx => ?_
    have harg : (x : ℂ).arg ≠ Real.pi := by
      rw [Complex.arg_ofReal_of_nonneg (le_of_lt hx)]
      exact Real.pi_pos.ne
    rw [Complex.integral_cpow_mul_exp_neg_mul_Ioi ha hx, one_div, Complex.inv_cpow _ _ harg,
      ← Complex.cpow_neg]
  have ht : Tendsto (fun x : ℝ => (x : ℂ)) (𝓝[≠] 1) (𝓝[≠] ((1 : ℝ) : ℂ)) :=
    Complex.continuous_ofReal.continuousWithinAt.tendsto_nhdsWithin
      (fun x hx h => hx (Complex.ofReal_injective h))
  exact (hf.analyticOnNhd hU).eqOn_of_preconnected_of_frequently_eq (hg.analyticOnNhd hU)
    (convex_halfSpace_re_gt 0).isPreconnected
    (show ((1 : ℝ) : ℂ) ∈ {z : ℂ | 0 < z.re} by simp) (ht.frequently hev.frequently) hr

/-- For `s, p > 0` the mean distance is `R0 + p s`. -/
theorem mean_distance (R0 : ℝ) {s p : ℝ} (hs : 0 < s) (hp : 0 < p) :
    ∫ x in Ioi (0 : ℝ), (R0 + x) * gammaDensity s p x = R0 + p * s := by
  have hb := one_div_pos.2 hs
  have hp1 : 0 < p + 1 := by linarith
  have hc : ∫ x in Ioi (0 : ℝ), (R0 + x) * gammaDensity s p x
      = ∫ x in Ioi (0 : ℝ), (Real.Gamma p * s ^ p)⁻¹ *
        (R0 * (x ^ (p - 1) * Real.exp (-(1 / s * x)))
          + x ^ (p + 1 - 1) * Real.exp (-(1 / s * x))) := by
    refine setIntegral_congr_fun measurableSet_Ioi (fun x hx => ?_)
    have hx0 : 0 < x := hx
    simp only [gammaDensity]
    rw [show p + 1 - 1 = (p - 1) + 1 by ring, Real.rpow_add_one hx0.ne',
      show -x / s = -(1 / s * x) by ring]
    ring
  rw [hc, integral_const_mul, integral_add ((gamma_integrable hp hb).const_mul R0)
    (gamma_integrable hp1 hb), integral_const_mul,
    Real.integral_rpow_mul_exp_neg_mul_Ioi hp hb, Real.integral_rpow_mul_exp_neg_mul_Ioi hp1 hb,
    one_div_one_div, Real.Gamma_add_one hp.ne', Real.rpow_add_one hs.ne',
    inv_mul_eq_iff_eq_mul₀
      (mul_pos (Real.Gamma_pos_of_pos hp) (Real.rpow_pos_of_pos hs p)).ne']
  ring

/-- The complex number `1 - 2iks` stays off the branch cut of the logarithm. -/
theorem mem_slitPlane (s k : ℝ) : (1 - 2 * I * k * s : ℂ) ∈ Complex.slitPlane :=
  Complex.mem_slitPlane_iff.2 (Or.inl (by simp))

/-- For `s, p > 0` the mean signal is `exp(2ikR0) (1 - 2iks)^(-p)`, with the principal
power. -/
theorem meanSignal_eq (R0 k : ℝ) {s p : ℝ} (hs : 0 < s) (hp : 0 < p) :
    meanSignal R0 s p k
      = Complex.exp (2 * I * k * R0) * (1 - 2 * I * k * s) ^ (-(p : ℂ)) := by
  have hz0 := Complex.slitPlane_ne_zero (mem_slitPlane s k)
  have hsC : (s : ℂ) ≠ 0 := Complex.ofReal_ne_zero.2 hs.ne'
  have hiC : ((s⁻¹ : ℝ) : ℂ) ≠ 0 := Complex.ofReal_ne_zero.2 (inv_pos.2 hs).ne'
  have hr : 0 < (((s⁻¹ : ℝ) : ℂ) * (1 - 2 * I * k * s)).re := by
    rw [Complex.re_ofReal_mul]
    exact mul_pos (inv_pos.2 hs) (by simp)
  -- collect the damping and the oscillation into one complex rate
  have hint : meanSignal R0 s p k = ∫ x in Ioi (0 : ℝ),
      Complex.exp (2 * I * k * R0) / ((Real.Gamma p * s ^ p : ℝ) : ℂ) * ((x : ℂ) ^ ((p : ℂ) - 1)
        * Complex.exp (-(((s⁻¹ : ℝ) : ℂ) * (1 - 2 * I * k * s) * x))) := by
    unfold meanSignal
    refine setIntegral_congr_fun measurableSet_Ioi (fun x hx => ?_)
    have h1 : ((x ^ (p - 1) : ℝ) : ℂ) = (x : ℂ) ^ ((p : ℂ) - 1) := by
      rw [Complex.ofReal_cpow (le_of_lt hx), Complex.ofReal_sub, Complex.ofReal_one]
    have h2 : ((Real.exp (-x / s) : ℝ) : ℂ) * Complex.exp (2 * I * k * (R0 + x))
        = Complex.exp (2 * I * k * R0)
          * Complex.exp (-(((s⁻¹ : ℝ) : ℂ) * (1 - 2 * I * k * s) * x)) := by
      rw [Complex.ofReal_exp, ← Complex.exp_add, ← Complex.exp_add]
      congr 1
      push_cast
      linear_combination (-2 * I * k * x) * (inv_mul_cancel₀ hsC)
    simp only [gammaDensity]
    rw [Complex.ofReal_div, Complex.ofReal_mul (x ^ (p - 1)), h1]
    linear_combination ((x : ℂ) ^ ((p : ℂ) - 1) / ((Real.Gamma p * s ^ p : ℝ) : ℂ)) * h2
  -- split the principal power of the rate
  have hpow : (((s⁻¹ : ℝ) : ℂ) * (1 - 2 * I * k * s)) ^ (-(p : ℂ))
      = ((s ^ p : ℝ) : ℂ) * (1 - 2 * I * k * s) ^ (-(p : ℂ)) := by
    rw [Complex.cpow_def_of_ne_zero (mul_ne_zero hiC hz0),
      Complex.log_ofReal_mul (inv_pos.2 hs) hz0, Complex.cpow_def_of_ne_zero hz0,
      Real.rpow_def_of_pos hs, Real.log_inv, Complex.ofReal_exp, ← Complex.exp_add]
    congr 1
    push_cast
    ring
  have hc : ∀ E G S W : ℂ, G ≠ 0 → S ≠ 0 → E / (G * S) * (S * W * G) = E * W := by
    intro E G S W hG hS
    field_simp
  rw [hint, integral_const_mul, gamma_integral_complex_rate (by simpa using hp) hr, hpow,
    Complex.Gamma_ofReal, Complex.ofReal_mul]
  exact hc _ _ _ _ (Complex.ofReal_ne_zero.2 (Real.Gamma_pos_of_pos hp).ne')
    (Complex.ofReal_ne_zero.2 (Real.rpow_pos_of_pos hs p).ne')

/-- For `s, p > 0` the apparent distance of the mean signal is
`R0 + p s / (1 + 4 k² s²)`. -/
theorem apparentDistance_eq (R0 k : ℝ) {s p : ℝ} (hs : 0 < s) (hp : 0 < p) :
    apparentDistance (meanSignal R0 s p) k = R0 + p * s / (1 + 4 * k ^ 2 * s ^ 2) := by
  have hfun : meanSignal R0 s p = fun t : ℝ =>
      Complex.exp (2 * I * t * R0 - p * Complex.log (1 - 2 * I * t * s)) := by
    funext t
    rw [meanSignal_eq R0 t hs hp,
      Complex.cpow_def_of_ne_zero (Complex.slitPlane_ne_zero (mem_slitPlane s t)),
      ← Complex.exp_add]
    congr 1
    ring
  have hk : HasDerivAt (fun t : ℝ => (t : ℂ)) 1 k := by
    simpa using (hasDerivAt_id k).ofReal_comp
  have hlin : ∀ c : ℝ, HasDerivAt (fun t : ℝ => 2 * I * (t : ℂ) * c) (2 * I * c) k :=
    fun c => ((hk.const_mul (2 * I)).mul_const (c : ℂ)).congr_deriv (by ring)
  have hlog := ((hlin s).const_sub 1).clog_real (mem_slitPlane s k)
  have hexp := ((hlin R0).fun_sub (hlog.const_mul (p : ℂ))).cexp
  have hq : deriv (meanSignal R0 s p) k / meanSignal R0 s p k
      = 2 * I * R0 - p * (-(2 * I * s) / (1 - 2 * I * k * s)) := by
    rw [hfun, hexp.deriv]
    exact mul_div_cancel_left₀ _ (Complex.exp_ne_zero _)
  -- separate real and imaginary parts
  have hD : (1 + 4 * (k : ℂ) ^ 2 * (s : ℂ) ^ 2) ≠ 0 := by
    have h : (1 + 4 * k ^ 2 * s ^ 2 : ℝ) ≠ 0 := by positivity
    exact_mod_cast h
  have hdiv : -(2 * I * s) / (1 - 2 * I * k * s)
      = (4 * k * s ^ 2 - 2 * s * I) / (1 + 4 * (k : ℂ) ^ 2 * (s : ℂ) ^ 2) := by
    rw [div_eq_div_iff (Complex.slitPlane_ne_zero (mem_slitPlane s k)) hD]
    linear_combination (-4 * (k : ℂ) * s ^ 2) * Complex.I_sq
  have hparts : 2 * I * R0 - p * (-(2 * I * s) / (1 - 2 * I * k * s))
      = ((-4 * k * s ^ 2 * p / (1 + 4 * k ^ 2 * s ^ 2) : ℝ) : ℂ)
        + ((2 * (R0 + p * s / (1 + 4 * k ^ 2 * s ^ 2)) : ℝ) : ℂ) * I := by
    rw [hdiv]
    push_cast
    ring
  unfold apparentDistance
  rw [hq, hparts]
  simp only [Complex.add_im, Complex.ofReal_im, Complex.mul_im, Complex.ofReal_re,
    Complex.I_im, Complex.I_re]
  ring

/-- For `s, p > 0` the apparent distance equals the mean distance at `k = 0`, decreases
strictly for `k ≥ 0`, and tends to the onset `R0` at large `k`. -/
theorem apparentDistance_falls_to_onset (R0 : ℝ) {s p : ℝ} (hs : 0 < s) (hp : 0 < p) :
    apparentDistance (meanSignal R0 s p) 0
        = ∫ x in Ioi (0 : ℝ), (R0 + x) * gammaDensity s p x ∧
      StrictAntiOn (apparentDistance (meanSignal R0 s p)) (Ici 0) ∧
      Tendsto (apparentDistance (meanSignal R0 s p)) atTop (𝓝 R0) := by
  refine ⟨?_, ?_, ?_⟩
  · rw [apparentDistance_eq R0 0 hs hp, mean_distance R0 hs hp]
    norm_num
  · intro a ha b _ hab
    have ha0 : 0 ≤ a := ha
    rw [apparentDistance_eq R0 a hs hp, apparentDistance_eq R0 b hs hp]
    have hsq : a ^ 2 < b ^ 2 := by nlinarith
    have hlt : 1 + 4 * a ^ 2 * s ^ 2 < 1 + 4 * b ^ 2 * s ^ 2 := by
      nlinarith [mul_pos (sub_pos.2 hsq) (pow_pos hs 2)]
    have h := div_lt_div_of_pos_left (mul_pos hp hs)
      (show 0 < 1 + 4 * a ^ 2 * s ^ 2 by positivity) hlt
    linarith
  · have hden : Tendsto (fun k : ℝ => 1 + 4 * k ^ 2 * s ^ 2) atTop atTop :=
      tendsto_atTop_add_const_left _ 1
        (((tendsto_pow_atTop two_ne_zero).const_mul_atTop
          (by norm_num : (0 : ℝ) < 4)).atTop_mul_const (pow_pos hs 2))
    have hfun : apparentDistance (meanSignal R0 s p)
        = fun k => R0 + p * s / (1 + 4 * k ^ 2 * s ^ 2) :=
      funext fun k => apparentDistance_eq R0 k hs hp
    rw [hfun]
    simpa using (hden.const_div_atTop (p * s)).const_add R0

end

end ExafsAsymmetricDisorder
```

```lean
#print axioms ExafsAsymmetricDisorder.apparentDistance_falls_to_onset
-- 'ExafsAsymmetricDisorder.apparentDistance_falls_to_onset' depends on axioms: [propext, Classical.choice, Quot.sound]
```

## From Euler's integral to the limit

`gamma_integrable` supplies convergence. It argues by contradiction: Lean gives a non-integrable function the integral 0, whereas the known value is positive.

`gamma_integral_complex_rate` is the extension to complex rates; its letter `r` is the rate $\rho$, not a distance. Differentiation under the integral sign, with a dominating function that decays at half the real rate, shows that the left side is holomorphic. Mathlib's formula for real rates gives agreement near 1, and the identity theorem carries it to the whole half-plane.

`mean_distance` splits the integrand into the $q=p$ and $q=p+1$ integrals. `mem_slitPlane` records that $1-2iks$, with real part 1, avoids the branch cut. In `meanSignal_eq`, `hint` collects the exponentials into one rate and `hpow` splits the power.

`apparentDistance_eq` rewrites the signal as a single exponential (`hfun`), obtains the logarithmic derivative (`hq`) and separates its real and imaginary parts (`hparts`). The last theorem then compares denominators for the decrease and lets the denominator grow without bound for the limit.

## A negative width

Requiring only $s\ne0$ would not be enough. With $s=-1$ and $p=1$ the density formula becomes $-e^{x}$, which is negative and grows in magnitude with $x$. The integral for the mean signal diverges, although $e^{2ikR_0}(1+2ik)^{-1}$ is still a perfectly finite expression.
